# At any non-real energy, a uniform hopping chain has a wave that decays along it

In a chain with the same real hopping t > 0 between all neighbouring sites, no on-site energy and no interactions, a wave qʲ has energy z when zq = t(1 + q²). The lemma says that for every complex z with nonzero imaginary part, some complex q satisfies this equation with |q| < 1, so that the wave shrinks from each site to the next. The proof takes a square root of z² − 4t² to get one root q of the quadratic, and shows that q is not zero. If |q| < 1, this root will do; if |q| > 1, its inverse, which is also a root, will do; and |q| = 1 would make z real.

An attempt in Lean 4 with a fault in it:

```lean
import Mathlib

open Filter Topology

namespace ExistsDecayFactor

noncomputable section

/-- `q` is the factor by which a decaying wave `q ^ j` shrinks from site to site in a chain
with hopping `t` at energy `z`. -/
def IsDecayFactor (t : ℝ) (z q : ℂ) : Prop :=
  ‖q‖ < 1 ∧ z * q = t * (1 + q ^ 2)

/-- For `t > 0`, every energy with a nonzero imaginary part has a decay factor. -/
theorem exists_decayFactor {t : ℝ} (ht : 0 < t) {z : ℂ} (hzi : z.im ≠ 0) :
    ∃ q, IsDecayFactor t z q := by
  have htC : (t : ℂ) ≠ 0 := Complex.ofReal_ne_zero.mpr ht.ne'
  -- solve the quadratic equation for `q`
  obtain ⟨r, hr⟩ := IsAlgClosed.exists_pow_nat_eq (z ^ 2 - 4 * (t : ℂ) ^ 2) two_pos
  obtain ⟨q, hqt⟩ : ∃ q : ℂ, 2 * t * q = z + r := ⟨(z + r) / (2 * t), by field_simp⟩
  have hz : z * q = t * (1 + q ^ 2) := by
    apply mul_left_cancel₀ (mul_ne_zero four_ne_zero htC)
    linear_combination (2 * z - 2 * t * q - (z + r)) * hqt - hr
  have hq0 : q ≠ 0 := by
    intro h
    rw [h] at hz
    exact htC (by linear_combination -hz)
  have hi : q * q⁻¹ = 1 := mul_inv_cancel₀ hq0
  rcases lt_trichotomy ‖q‖ 1 with h | h | h
  · exact ⟨q, h, hz⟩
  · -- on the unit circle the energy would be real
    have hz' : z = t * (q + q⁻¹) := by
      linear_combination q⁻¹ * hz + (-z + t * q) * hi
    refine absurd ?_ hzi
    rw [hz', Complex.im_ofReal_mul, Complex.add_im, Complex.inv_im,
      Complex.normSq_eq_norm_sq, h]
    ring
  · -- outside the disc, the other root `1/q` decays
    refine ⟨q⁻¹, ?_, ?_⟩
    · rw [norm_inv]
      exact inv_lt_one_of_one_lt₀ h
    · linear_combination q⁻¹ ^ 2 * hz + (-z * q⁻¹ + t * (q * q⁻¹ + 1)) * hi

end

end ExistsDecayFactor
```

Compiling this gives:

```
Main.lean:22:40: error(lean.synthInstanceFailed): failed to synthesize instance of type class
  NeZero 4

Hint: Type class instance resolution failures can be inspected with the `set_option trace.Meta.synthInstance true` command.
Main.lean:21:39: error: unsolved goals
t : ℝ
ht : 0 < t
z : ℂ
hzi : z.im ≠ 0
htC : ↑t ≠ 0
r : ℂ
hr : r ^ 2 = z ^ 2 - 4 * ↑t ^ 2
q : ℂ
hqt : 2 * ↑t * q = z + r
⊢ NeZero 4
```

What went wrong. To prove the quadratic equation for `q`, the attempt multiplies both sides by 4t and so has to know that 4t is not zero. For the factor 4 it uses `four_ne_zero`, which needs an instance of `NeZero 4`. The first message says that Lean could not find this instance. The second is a consequence: the only goal left in the proof of `hz` is that same `NeZero 4`.

The number 4 is indeed nonzero in ℂ, so the fault is in how the fact was asked for. Inside the `apply` line nothing says outright which type the 4 belongs to, and Lean has to infer it from the rest of the term. The messages don't show at which point the instance search broke down.

The repair first states the fact separately, as `h4 : (4 : ℂ) * t ≠ 0`, which fixes the type. `norm_num` then proves that the complex number 4 is nonzero, in place of `four_ne_zero`, whose instance is therefore no longer asked for. `apply mul_left_cancel₀ h4` receives a finished proof, and the `linear_combination` line stays as it was.

The repair, with which the file compiles:

```diff
@@ -20,5 +20,6 @@
   obtain ⟨q, hqt⟩ : ∃ q : ℂ, 2 * t * q = z + r := ⟨(z + r) / (2 * t), by field_simp⟩
   have hz : z * q = t * (1 + q ^ 2) := by
-    apply mul_left_cancel₀ (mul_ne_zero four_ne_zero htC)
+    have h4 : (4 : ℂ) * t ≠ 0 := mul_ne_zero (by norm_num) htC
+    apply mul_left_cancel₀ h4
     linear_combination (2 * z - 2 * t * q - (z + r)) * hqt - hr
   have hq0 : q ≠ 0 := by
```
